# Plane-wave count in a one-dimensional periodic cell: steps of two in the cell length at fixed cutoff

In a one-dimensional periodic cell of length $L>0$, the plane waves with wave number $2\pi n/L$, $n$ an integer, and kinetic energy at most $E\ge 0$ in atomic units number

$$
2\left\lfloor \frac{L\sqrt{2E}}{2\pi}\right\rfloor+1 .
$$

For fixed $E>0$, this number is constant near a cell length $L$ exactly when $L$ is not an integer multiple of $\ell=2\pi/\sqrt{2E}$. It rises by two when $L$ reaches a positive multiple of $\ell$ from below.

This bears on cell optimization with plane waves, here for a one-dimensional cell and zone-centre waves only: if the basis is rebuilt at each length with the same cutoff, it changes abruptly at certain lengths, and an energy computed in it can jump there. A stress evaluated with the set of indices held fixed follows the slope between the jumps and does not see the jumps themselves, which is one way to picture the Pulay stress. The theorems below concern the size of the basis, with no Hamiltonian involved.

```lean
import Mathlib

open Filter Topology
open scoped Real

namespace PlaneWaveBasisSize

noncomputable section
```

## Wave numbers, cutoff and basis

Periodicity over a length $L$ restricts the wave number to $2\pi n/L$ with $n$ an integer. In atomic units, where $\hbar$ and the electron mass are one, the kinetic energy is half the square of the wave number:

$$
T_L(n)=\frac12\left(\frac{2\pi n}{L}\right)^2 .
$$

```lean
/-- Kinetic energy, in atomic units, of the plane wave with integer index `n` in a periodic
cell of length `L ≠ 0`. -/
def kineticEnergy (L : ℝ) (n : ℤ) : ℝ := (2 * π * n / L) ^ 2 / 2
```

The length is a real number and the index an integer, as the types `L : ℝ` and `n : ℤ` say. A plane wave is represented by its index alone, which suffices for counting. The basis at cutoff $E$ is the set of indices with $T_L(n)\le E$.

```lean
/-- The indices of the plane waves kept at cutoff `E` in a cell of length `L ≠ 0`. -/
def basis (L E : ℝ) : Set ℤ := {n | kineticEnergy L n ≤ E}
```

The inequality is not strict, so a wave whose energy equals the cutoff is kept. This convention decides what happens at the jump lengths: the larger basis is already present at the multiple of $\ell$ itself. With a strict inequality it would appear only just above.

The size of the basis is the number of elements of this set.

```lean
/-- The number of plane waves kept at cutoff `E` in a cell of length `L ≠ 0`. -/
def basisSize (L E : ℝ) : ℕ := (basis L E).ncard
```

The function `ncard` returns zero for an infinite set, so the definition gives a true count only once the basis is known to be finite; the interval found below settles that for $L>0$ and $E\ge0$.

The model has one dimension and no Bloch wave vector. Away from the zone centre the wave numbers are shifted, and $n$ and $-n$ in general have different energies, so they need not enter as a pair. In three dimensions the number of waves gained at a step depends on how many reciprocal-lattice vectors share the same length.

## The length that sets the steps

A wave with kinetic energy exactly $E>0$ has a wave number of magnitude $\sqrt{2E}$, and therefore wavelength

$$
\ell=\frac{2\pi}{\sqrt{2E}} .
$$

```lean
/-- The wavelength `2π/√(2E)` of a plane wave whose kinetic energy is the cutoff `E > 0`. -/
def cutoffWavelength (E : ℝ) : ℝ := 2 * π / Real.sqrt (2 * E)
```

For $E>0$ both numerator and denominator are positive, so $\ell>0$. This allows inequalities to be multiplied or divided by $\ell$ later.

```lean
/-- The cutoff wavelength is positive for a positive cutoff. -/
theorem cutoffWavelength_pos {E : ℝ} (hE : 0 < E) : 0 < cutoffWavelength E :=
  div_pos Real.two_pi_pos (Real.sqrt_pos.2 (by linarith))
```

## From an energy bound to an index bound

Since $\tfrac12 q^2\le E$ is equivalent to $|q|\le\sqrt{2E}$, setting $q=2\pi n/L$ gives

$$
T_L(n)\le E
\iff \frac{2\pi|n|}{L}\le\sqrt{2E}
\iff |n|\le\frac{L\sqrt{2E}}{2\pi}.
$$

The last step multiplies by $L>0$ and divides by $2\pi>0$.

```lean
/-- For `L > 0` and `E ≥ 0`, a plane wave passes the cutoff exactly when its index is at most
`L√(2E)/(2π)` in absolute value. -/
theorem kineticEnergy_le_iff {L E : ℝ} (hL : 0 < L) (hE : 0 ≤ E) (n : ℤ) :
    kineticEnergy L n ≤ E ↔ |(n : ℝ)| ≤ L * Real.sqrt (2 * E) / (2 * π) := by
  have habs : |2 * π * (n : ℝ) / L| = 2 * π * |(n : ℝ)| / L := by
    rw [abs_div, abs_mul, abs_of_pos hL, abs_of_pos Real.two_pi_pos]
  -- the wave number is bounded by `√(2E)`
  have hk : kineticEnergy L n ≤ E ↔ |2 * π * (n : ℝ) / L| ≤ Real.sqrt (2 * E) := by
    unfold kineticEnergy
    constructor
    · intro h
      exact Real.abs_le_sqrt (by linarith)
    · intro h
      have h2 := pow_le_pow_left₀ (abs_nonneg _) h 2
      rw [sq_abs, Real.sq_sqrt (by linarith)] at h2
      linarith
  rw [hk, habs, div_le_iff₀ hL, le_div_iff₀ Real.two_pi_pos,
    mul_comm (2 * π) |(n : ℝ)|, mul_comm L (Real.sqrt (2 * E))]
```

The statement holds for every integer $n$, with $E=0$ allowed. In the proof, `habs` takes the positive factors $2\pi$ and $L$ out of the absolute value. The first equivalence is `hk`: one direction takes a square root with `Real.abs_le_sqrt`, and the other squares both sides. The final rewriting clears the two denominators.

## The basis as a symmetric interval

Write $x=L\sqrt{2E}/(2\pi)$ and $N=\lfloor x\rfloor$. Because $|n|$ is a non-negative integer, $|n|\le x$ holds exactly when $|n|\le N$. The basis is therefore

$$
\{-N,\,-N+1,\,\dots,\,N-1,\,N\}.
$$

```lean
/-- For `L > 0` and `E ≥ 0`, the basis consists of all integers from `-N` to `N`, where `N` is
the integer part of `L√(2E)/(2π)`. -/
theorem basis_eq_Icc {L E : ℝ} (hL : 0 < L) (hE : 0 ≤ E) :
    basis L E = ↑(Finset.Icc (-(⌊L * Real.sqrt (2 * E) / (2 * π)⌋₊ : ℤ))
      (⌊L * Real.sqrt (2 * E) / (2 * π)⌋₊ : ℤ)) := by
  ext n
  have hx : 0 ≤ L * Real.sqrt (2 * E) / (2 * π) := by positivity
  have hn : |(n : ℝ)| = (n.natAbs : ℝ) := by rw [Nat.cast_natAbs, Int.cast_abs]
  rw [basis, Set.mem_ofPred_eq, kineticEnergy_le_iff hL hE, hn, ← Nat.le_floor_iff hx,
    Finset.coe_Icc, Set.mem_Icc]
  omega
```

Here `⌊ ⌋₊` is the floor with values in the natural numbers, which agrees with the usual floor because $x\ge0$. `Finset.Icc` is the finite set of integers between two endpoints, both included. The proof takes an arbitrary $n$, replaces $|n|$ by the natural number `n.natAbs`, and uses `Nat.le_floor_iff` to pass from $|n|\le x$ to $|n|\le N$. The remaining equivalence between $|n|\le N$ and $-N\le n\le N$ is integer arithmetic, done by `omega`.

## Counting the waves

The interval contains $N$ negative integers, zero, and $N$ positive integers, which makes $2N+1$ in all.

```lean
/-- For `L > 0` and `E ≥ 0`, the number of plane waves with kinetic energy at most `E` is
`2⌊L√(2E)/(2π)⌋ + 1`. -/
theorem basisSize_eq {L E : ℝ} (hL : 0 < L) (hE : 0 ≤ E) :
    basisSize L E = 2 * ⌊L * Real.sqrt (2 * E) / (2 * π)⌋₊ + 1 := by
  rw [basisSize, basis_eq_Icc hL hE, Set.ncard_coe_finset, Int.card_Icc]
  omega
```

The proof replaces the basis by the interval and applies `Int.card_Icc`, the formula for the number of integers in an interval.

As an instance, take $E=2$ and $L=10$ in atomic units. Then $\sqrt{2E}=2$ and $x=10/\pi\approx3.18$, so $N=3$ and the basis has seven waves. The energies confirm this: $T_{10}(3)\approx1.78$ lies below the cutoff and $T_{10}(4)\approx3.16$ above it.

The smallest case is $E=0$. Only the constant wave $n=0$ has zero kinetic energy, and the formula gives one for every cell length.

## The plateaus

For $E>0$ the quantity inside the floor is the cell length measured in cutoff wavelengths, $x=L/\ell$. For a natural number $k$, the size equals $2k+1$ exactly when $N=k$, that is, when

$$
k\le\frac{L}{\ell}<k+1
\iff k\ell\le L<(k+1)\ell .
$$

```lean
/-- For `L > 0` and `E > 0`, the basis has `2k + 1` plane waves exactly when the cell length is
at least `k` and less than `k + 1` cutoff wavelengths. -/
theorem basisSize_eq_iff {L E : ℝ} (hL : 0 < L) (hE : 0 < E) (k : ℕ) :
    basisSize L E = 2 * k + 1 ↔
      k * cutoffWavelength E ≤ L ∧ L < (k + 1) * cutoffWavelength E := by
  have hc := cutoffWavelength_pos hE
  have hx : L * Real.sqrt (2 * E) / (2 * π) = L / cutoffWavelength E := by
    rw [cutoffWavelength, div_div_eq_mul_div]
  rw [basisSize_eq hL hE.le, hx, ← le_div_iff₀ hc, ← div_lt_iff₀ hc,
    ← Nat.floor_eq_iff (div_pos hL hc).le]
  omega
```

This describes the whole staircase for positive lengths. On the plateau labelled $k$ the basis has $2k+1$ waves; the left end belongs to the plateau and the right end does not. For $k=0$ the left condition adds nothing to $L>0$, and a cell shorter than one cutoff wavelength holds only the constant wave.

In the proof, `hx` is the identity $x=L/\ell$. The rewriting then moves $\ell$ to the other side of both inequalities and recognises them, through `Nat.floor_eq_iff`, as the condition for the floor to equal $k$. What remains is that $2N+1=2k+1$ is equivalent to $N=k$.

In the instance above $\ell=\pi$, and $L=10$ lies between $3\pi\approx9.42$ and $4\pi\approx12.57$. The basis keeps seven waves throughout that range and has nine at $L=4\pi$.

## A gain of two at each positive multiple

Every positive multiple of $\ell$ can be written as $(k+1)\ell$ with $k\ge0$. At $L=(k+1)\ell$ the size is $2(k+1)+1=2k+3$. For $k\ell<L<(k+1)\ell$ it is $2k+1$. The difference is two, and the waves gained are those with indices $k+1$ and $-(k+1)$, whose energy has just come down to the cutoff.

```lean
/-- At fixed cutoff `E > 0`, the basis gains exactly two plane waves when the cell length
reaches a positive integer multiple of the cutoff wavelength from below. -/
theorem basisSize_jump {E : ℝ} (hE : 0 < E) (k : ℕ) :
    ∀ᶠ L in 𝓝[<] (((k : ℝ) + 1) * cutoffWavelength E),
      basisSize (((k : ℝ) + 1) * cutoffWavelength E) E = basisSize L E + 2 := by
  have hc := cutoffWavelength_pos hE
  have hcast : ((k + 1 : ℕ) : ℝ) = (k : ℝ) + 1 := Nat.cast_succ k
  have hpos : 0 < ((k : ℝ) + 1) * cutoffWavelength E := by positivity
  -- the size at the multiple itself
  have hat := (basisSize_eq_iff hpos hE (k + 1)).2
    ⟨(congrArg (fun t : ℝ => t * cutoffWavelength E) hcast).le, by rw [hcast]; linarith⟩
  have hlt : (k : ℝ) * cutoffWavelength E < ((k : ℝ) + 1) * cutoffWavelength E := by linarith
  filter_upwards [Ioo_mem_nhdsLT hlt] with L h
  -- the size on the plateau just below
  have hL : 0 < L := lt_of_le_of_lt (mul_nonneg (Nat.cast_nonneg k) hc.le) h.1
  have hbelow := (basisSize_eq_iff hL hE k).2 ⟨h.1.le, h.2⟩
  omega
```

The notation `∀ᶠ L in 𝓝[<] a` means "for all $L$ below $a$ and close enough to it", so the statement compares the size at the multiple with the size just before it. The proof obtains the first value as `hat` and the second as `hbelow`, both from the description of the plateaus. `Ioo_mem_nhdsLT` supplies the open interval from $k\ell$ to $(k+1)\ell$ as the range of lengths just below.

## Where the size is locally constant

Suppose first that $L>0$ is a multiple of $\ell$. It cannot be the zeroth multiple, so $L=(m+1)\ell$ for some natural number $m$. By the previous result, lengths just below $L$ give a basis smaller by two, and the size is not constant around $L$.

Suppose next that $L$ is not a multiple of $\ell$. It lies on some plateau, so $k\ell\le L<(k+1)\ell$, and equality on the left is excluded. Hence $k\ell<L<(k+1)\ell$, and every length in this open interval gives the same size $2k+1$.

```lean
/-- At fixed cutoff `E > 0`, the basis size is constant for all cell lengths near `L > 0`
exactly when `L` is not an integer multiple of the cutoff wavelength `2π/√(2E)`. -/
theorem basisSize_locally_constant_iff {L E : ℝ} (hL : 0 < L) (hE : 0 < E) :
    (∀ᶠ L' in 𝓝 L, basisSize L' E = basisSize L E) ↔
      ∀ k : ℕ, L ≠ k * cutoffWavelength E := by
  have hc := cutoffWavelength_pos hE
  constructor
  · intro h k hk
    cases k with
    | zero =>
      rw [Nat.cast_zero, zero_mul] at hk
      exact hL.ne' hk
    | succ m =>
      -- a jump contradicts local constancy
      rw [Nat.cast_succ] at hk
      subst hk
      obtain ⟨L', h1, h2⟩ :=
        ((h.filter_mono nhdsWithin_le_nhds).and (basisSize_jump hE m)).exists
      omega
  · intro h
    -- away from the multiples, `L` lies in the interior of a plateau
    obtain ⟨k, hk⟩ : ∃ k : ℕ, basisSize L E = 2 * k + 1 := ⟨_, basisSize_eq hL hE.le⟩
    obtain ⟨h1, h2⟩ := (basisSize_eq_iff hL hE k).1 hk
    have h3 : k * cutoffWavelength E < L := lt_of_le_of_ne h1 (Ne.symm (h k))
    filter_upwards [Ioo_mem_nhds h3 h2] with L' h'
    have hL' : 0 < L' := lt_of_le_of_lt (mul_nonneg (Nat.cast_nonneg k) hc.le) h'.1
    rw [hk]
    exact (basisSize_eq_iff hL' hE k).2 ⟨h'.1.le, h'.2⟩
```

The left side of the equivalence says that all lengths $L'$ in some neighbourhood of $L$, on both sides, give the same basis size as $L$. On the right, `k` runs over the natural numbers, which is enough because negative multiples of $\ell$ are negative lengths.

The first half of the proof treats $k=0$ and $k=m+1$ separately. In the second case it restricts local constancy to lengths below $L$, combines it with `basisSize_jump`, and picks one length `L'` at which both hold. The size there would have to equal the size at $L$ and also be smaller by two, a contradiction that `omega` finds. The second half uses `Ioo_mem_nhds` to state that the open plateau is a neighbourhood of $L$.

The condition $E>0$ gives $\ell$ its meaning as a wavelength. At $E=0$ the size is one for every positive length, and there are no steps to locate. The formal equivalence would still hold there, but only because Lean sets division by zero to zero, which makes $\ell=0$ and both sides true.

## Distance from the smooth estimate

Leaving out the floor suggests the estimate $2x=L\sqrt{2E}/\pi$, which is the length of the allowed range of wave numbers, $2\sqrt{2E}$, divided by their spacing $2\pi/L$. From $N\le x<N+1$ it follows that

$$
-1<2N+1-2x\le1 ,
$$

so the true size differs from the estimate by at most one.

```lean
/-- For `L > 0` and `E ≥ 0`, the number of plane waves differs from the smooth estimate
`L√(2E)/π` by at most one. -/
theorem basisSize_sub_smooth_le {L E : ℝ} (hL : 0 < L) (hE : 0 ≤ E) :
    |(basisSize L E : ℝ) - L * Real.sqrt (2 * E) / π| ≤ 1 := by
  have hx : 0 ≤ L * Real.sqrt (2 * E) / (2 * π) := by positivity
  have h1 := Nat.floor_le hx
  have h2 := Nat.lt_floor_add_one (L * Real.sqrt (2 * E) / (2 * π))
  have h3 : L * Real.sqrt (2 * E) / π = 2 * (L * Real.sqrt (2 * E) / (2 * π)) := by
    have hpi := Real.pi_ne_zero
    field_simp
  rw [basisSize_eq hL hE, h3, abs_le]
  push_cast
  constructor <;> linarith

end

end PlaneWaveBasisSize
```

The bound holds for every $L>0$ and $E\ge0$. The value one is reached when $x$ is an integer, in particular at $E=0$ and at each positive multiple of $\ell$. In the instance with $E=2$ and $L=10$ the estimate is about $6.37$, against a true size of seven.

In the proof, `h1` and `h2` are the two inequalities for the floor, and `h3` writes the estimate as $2x$. The absolute value is then split into its two bounds, and `linarith` derives each from the floor inequalities.

At fixed $E>0$ the deviation relative to the estimate is at most $\pi/(L\sqrt{2E})$. In a long cell the steps are therefore small compared with the size of the basis, although each of them still adds two waves.

```lean
#print axioms PlaneWaveBasisSize.basisSize_jump
#print axioms PlaneWaveBasisSize.basisSize_locally_constant_iff
#print axioms PlaneWaveBasisSize.basisSize_sub_smooth_le
```

```
'PlaneWaveBasisSize.basisSize_jump' depends on axioms: [propext, Classical.choice, Quot.sound]
'PlaneWaveBasisSize.basisSize_locally_constant_iff' depends on axioms: [propext, Classical.choice, Quot.sound]
'PlaneWaveBasisSize.basisSize_sub_smooth_le' depends on axioms: [propext, Classical.choice, Quot.sound]
```
